# Separate convexity in entropy and volume does not ensure thermodynamic stability

## A system that resists each change alone but not both together

Take the energy

$$U(S,V) = S^2 + 3SV + V^2,$$

where $S$ and $V$ are the deviations of entropy and volume from a reference state, in reduced units. The constant and linear terms of the energy are left out, so temperature and pressure below are measured from their values in the reference state. At fixed $V$ the curvature in $S$ is $U_{SS}=2$, and at fixed $S$ the curvature in $V$ is $U_{VV}=2$. Heating at constant volume and compressing adiabatically both meet a restoring response.

Now let a system consist of two equal halves, each with this energy function and both at the reference state, and let them exchange entropy and volume. One half moves to $(1,-1)$ and the other to $(-1,1)$, so the totals are unchanged. Each half then has energy $1-3+1=-1$, and the total falls from $0$ to $-2$. The reference state is unstable: when entropy and volume change by equal amounts in opposite directions, the negative cross term $3SV$ outweighs the two squares.

The instability appears in the free energy as a negative curvature in volume at fixed temperature. The temperature is $T=\partial U/\partial S = 2S+3V$, so $S=(T-3V)/2$ and

$$F(T,V)=U-TS = V^2-\frac{(T-3V)^2}{4},\qquad F_{VV}=2-\frac92=-\frac52 .$$

Since the pressure is $-\partial F/\partial V$ at fixed $T$, a negative $F_{VV}$ means that the pressure rises on isothermal expansion.

## The criterion for a general quadratic energy

Let $a$, $b$, $c$ be real constants and

$$U(S,V)=\frac a2 S^2+bSV+\frac c2V^2 .$$

Then $U_{SS}=a$, $U_{VV}=c$, and the temperature relative to the reference state is $T=aS+bV$. Assume $a>0$, which physically is a positive heat capacity at constant volume. Completing the square in $S$ gives

$$U-TS=\frac a2\left(S-\frac{T-bV}{a}\right)^2+\frac c2V^2-\frac{(T-bV)^2}{2a}.$$

The minimum over $S$ lies at $S=(T-bV)/a$, which is also the entropy that has temperature $T$. Hence

$$F(T,V)=\frac c2V^2-\frac{(T-bV)^2}{2a},\qquad F_V=cV+\frac{b(T-bV)}{a},\qquad F_{VV}=c-\frac{b^2}{a}.$$

For stability, give the two halves opposite deviations $\pm(s,v)$ from a common state $(S,V)$. The terms linear in $s$ and $v$ cancel, and the total energy changes by

$$D=as^2+2bsv+cv^2,\qquad aD=(as+bv)^2+(ac-b^2)v^2 .$$

If $b^2\le ac$, both terms of $aD$ are non-negative, so $D\ge0$. Conversely, the choice $s=-b$, $v=a$ makes $as+bv=0$ and gives $D=a(ac-b^2)$, so stability requires $b^2\le ac$. The quantity $as+bv$ is the temperature change of one half, so this decisive deviation is isothermal. Because $aF_{VV}=ac-b^2$, stability is equivalent to $F_{VV}\ge0$.

For $a=c=2$ and $b=3$ the isothermal deviation is $(-3,2)$. Its energy is $9-18+4=-5$ per half, and $D=2(4-9)=-10$ for the pair.

The same second derivatives matter when a fitted $U(S,V)$ is checked for stability at a state point. Testing the diagonal second derivatives is not enough; the code should test the whole Hessian, for instance by its eigenvalues. Here the matrix with rows $(2,3)$ and $(3,2)$ has eigenvalues $5$ and $-1$. For a fitted surface that is not quadratic the test is local: a negative eigenvalue shows instability, two positive eigenvalues show stability against small exchanges, and a zero eigenvalue with no negative one leaves the decision to higher-order terms.

## Energy, temperature and free energy in Lean

The development works over the real numbers, with Mathlib supplying derivatives.

```lean
import Mathlib

namespace AdiabaticWithoutIsothermalStability

noncomputable section
```

The energy takes the three constants first and then the two deviations. Constant and linear terms are absent: they would not affect the curvatures or the energy balance of a split.

```lean
/-- Quadratic internal energy as a function of the deviations `S` of entropy and `V` of volume
from a reference state. -/
def energy (a b c S V : ℝ) : ℝ := a / 2 * S ^ 2 + b * S * V + c / 2 * V ^ 2
```

Temperature and entropy are given by explicit formulas, which later theorems tie to the energy.

```lean
/-- The temperature (relative to the reference state) belonging to the quadratic energy. -/
def temperature (a b S V : ℝ) : ℝ := a * S + b * V

/-- The entropy expressed through temperature and volume. -/
def entropyAt (a b T V : ℝ) : ℝ := (T - b * V) / a
```

The free energy is $U-TS$ evaluated at that entropy, so it depends on $T$ and $V$ only.

```lean
/-- The Helmholtz free energy `F = U - T S`, with the entropy eliminated in favour of `T`. -/
def freeEnergy (a b c T V : ℝ) : ℝ :=
  energy a b c (entropyAt a b T V) V - T * entropyAt a b T V
```

Curvature is the derivative of the derivative. Mathlib's `deriv` returns zero where a function is not differentiable, but every function treated below is a polynomial in the varied quantity, so the values are true second derivatives.

```lean
/-- The second derivative of a function of one variable. -/
def curvature (f : ℝ → ℝ) (x : ℝ) : ℝ := deriv (deriv f) x
```

In the stability condition, `U` is the energy of one half. The left side is the energy of two identical halves, and the right side is their energy after an exchange of `s` and `v`. The condition is imposed at every state and for deviations of every size. It covers neither exchange of particles nor the energy of an interface between the halves.

```lean
/-- Stability against splitting: dividing the system into two equal halves with opposite
deviations of entropy and volume never lowers the total energy. -/
def StableAgainstSplitting (U : ℝ → ℝ → ℝ) : Prop :=
  ∀ S V s v : ℝ, 2 * U S V ≤ U (S + s) (V + v) + U (S - s) (V - v)
```

## Justifying the change of variables

The first theorem confirms that `temperature` is $\partial U/\partial S$ at fixed volume. The proof writes the energy as a polynomial in `s`, applies the sum and product rules, and matches the result to $aS+bV$.

```lean
/-- The temperature is the derivative of the energy with respect to entropy at fixed volume. -/
theorem hasDerivAt_energy (a b c S V : ℝ) :
    HasDerivAt (fun s => energy a b c s V) (temperature a b S V) S := by
  have e : (fun s => energy a b c s V) =
      fun s => a / 2 * (s * s) + b * V * s + c / 2 * V ^ 2 := by
    funext s
    unfold energy
    ring
  have h := ((((hasDerivAt_id' S).fun_mul (hasDerivAt_id' S)).const_mul (a / 2)).fun_add
    ((hasDerivAt_id' S).const_mul (b * V))).add_const (c / 2 * V ^ 2)
  rw [e]
  exact h.congr_deriv (by unfold temperature; ring)
```

Inverting the relation needs only $a\ne0$: the temperature must respond to entropy at fixed volume. The equivalence says that `entropyAt` gives the required temperature and that no other entropy does.

```lean
/-- If `a ≠ 0`, then at given volume exactly one entropy, `entropyAt a b T V`, produces the
temperature `T`. -/
theorem temperature_eq_iff {a : ℝ} (ha : a ≠ 0) (b S T V : ℝ) :
    temperature a b S V = T ↔ S = entropyAt a b T V := by
  unfold temperature entropyAt
  rw [eq_div_iff ha]
  constructor <;> intro h <;> linarith
```

With $a>0$ the free energy is also a minimum. `IsLeast` has two parts: the value is attained, which holds at `entropyAt`, and it is a lower bound. The second part is the completed square, stated as `key`; the difference from the free energy is $\frac a2$ times a square and so is non-negative.

```lean
/-- For `a > 0`, the free energy is the minimum of `U - T S` over all entropies at fixed volume. -/
theorem freeEnergy_isLeast {a : ℝ} (ha : 0 < a) (b c T V : ℝ) :
    IsLeast (Set.range fun S => energy a b c S V - T * S) (freeEnergy a b c T V) := by
  refine ⟨⟨entropyAt a b T V, rfl⟩, ?_⟩
  rintro _ ⟨S, rfl⟩
  show freeEnergy a b c T V ≤ energy a b c S V - T * S
  have ha' : a ≠ 0 := ha.ne'
  -- completing the square in the entropy
  have key : energy a b c S V - T * S - freeEnergy a b c T V =
      a / 2 * (S - entropyAt a b T V) ^ 2 := by
    unfold freeEnergy energy entropyAt
    field_simp
    ring
  have hpos : 0 ≤ a / 2 * (S - entropyAt a b T V) ^ 2 := by positivity
  linarith
```

## The curvatures

A single lemma covers all the second derivatives. It finds the first derivative of $p+qy+ry^2$ at every point, which gives the function $q+2ry$, and then differentiates again.

```lean
/-- The second derivative of `p + q y + r y ^ 2` is `2 r` at every point. -/
theorem curvature_quadratic (p q r x : ℝ) :
    curvature (fun y => p + q * y + r * (y * y)) x = 2 * r := by
  have h : deriv (fun y : ℝ => p + q * y + r * (y * y)) = fun y => q + 2 * r * y := by
    funext y
    have h1 := (((hasDerivAt_id' y).const_mul q).const_add p).fun_add
      (((hasDerivAt_id' y).fun_mul (hasDerivAt_id' y)).const_mul r)
    exact (h1.congr_deriv (by ring)).deriv
  unfold curvature
  rw [h]
  have h2 := ((hasDerivAt_id' x).const_mul (2 * r)).const_add q
  exact (h2.congr_deriv (by ring)).deriv
```

Arranging the energy by powers of `s`, and then by powers of `v`, gives the two curvatures of $U$.

```lean
/-- The energy has curvature `a` in entropy at fixed volume and curvature `c` in volume at
fixed entropy. -/
theorem energy_curvatures (a b c S V : ℝ) :
    curvature (fun s => energy a b c s V) S = a ∧
      curvature (fun v => energy a b c S v) V = c := by
  have h1 : (fun s => energy a b c s V) =
      fun s => c / 2 * V ^ 2 + b * V * s + a / 2 * (s * s) := by
    funext s
    unfold energy
    ring
  have h2 : (fun v => energy a b c S v) =
      fun v => a / 2 * S ^ 2 + b * S * v + c / 2 * (v * v) := by
    funext v
    unfold energy
    ring
  rw [h1, h2, curvature_quadratic, curvature_quadratic]
  constructor <;> ring
```

For the free energy, the proof expands $F$ in powers of $v$ at fixed $T$. The coefficient of $v^2$ is $c/2-b^2/(2a)$, and doubling it gives $F_{VV}$. The theorem is stated after multiplication by $a$, so that the right side is the Hessian determinant of $U$.

```lean
/-- For `a ≠ 0`, the curvature of the free energy in volume at fixed temperature, multiplied by
`U_SS = a`, is the Hessian determinant `a c - b ^ 2` of the energy. -/
theorem freeEnergy_curvature {a : ℝ} (ha : a ≠ 0) (b c T V : ℝ) :
    a * curvature (fun v => freeEnergy a b c T v) V = a * c - b ^ 2 := by
  have h : (fun v => freeEnergy a b c T v) = fun v =>
      -(T ^ 2 / (2 * a)) + T * b / a * v + (c / 2 - b ^ 2 / (2 * a)) * (v * v) := by
    funext v
    unfold freeEnergy energy entropyAt
    field_simp
    ring
  rw [h, curvature_quadratic]
  field_simp
```

## With positive heat capacity, stability is isothermal stability

The next theorem is the determinant criterion. In the forward direction, `h 0 0 (-b) a` applies stability at the reference state to the isothermal deviation, and the positive factor $a$ is then divided out. In the reverse direction, the identity `e` is the expression for $aD$ derived above, and both of its terms are non-negative.

```lean
/-- For positive curvature in entropy, stability against splitting holds exactly when
`b ^ 2 ≤ a c`. -/
theorem stable_iff_det {a : ℝ} (ha : 0 < a) (b c : ℝ) :
    StableAgainstSplitting (energy a b c) ↔ b ^ 2 ≤ a * c := by
  constructor
  · intro h
    -- this deviation keeps the temperature of each half fixed
    have h1 := h 0 0 (-b) a
    have h2 : 0 ≤ a * (a * c - b ^ 2) := by
      unfold energy at h1
      linarith
    have h3 := (mul_nonneg_iff_of_pos_left ha).mp h2
    linarith
  · intro h S V s v
    have h1 : 0 ≤ a * (a * s ^ 2 + 2 * b * s * v + c * v ^ 2) := by
      have e : a * (a * s ^ 2 + 2 * b * s * v + c * v ^ 2) =
          (a * s + b * v) ^ 2 + (a * c - b ^ 2) * v ^ 2 := by ring
      rw [e]
      exact add_nonneg (sq_nonneg _) (mul_nonneg (by linarith) (sq_nonneg v))
    have h2 := (mul_nonneg_iff_of_pos_left ha).mp h1
    unfold energy
    linarith
```

The main equivalence joins this criterion to the curvature formula. Since $F_{VV}$ is the same everywhere for a quadratic energy, the proof can recover the determinant condition from the single point $T=V=0$. The marginal case $b^2=ac$ counts as stable, with $F_{VV}=0$.

```lean
/-- For positive curvature in entropy, the system is stable against splitting if and only if
the free energy has non-negative curvature in volume at every temperature and volume. -/
theorem stable_iff_isothermal {a : ℝ} (ha : 0 < a) (b c : ℝ) :
    StableAgainstSplitting (energy a b c) ↔
      ∀ T V : ℝ, 0 ≤ curvature (fun v => freeEnergy a b c T v) V := by
  rw [stable_iff_det ha]
  constructor
  · intro h T V
    have e := freeEnergy_curvature ha.ne' b c T V
    exact (mul_nonneg_iff_of_pos_left ha).mp (by rw [e]; linarith)
  · intro h
    have e := freeEnergy_curvature ha.ne' b c 0 0
    have h1 := mul_nonneg ha.le (h 0 0)
    rw [e] at h1
    linarith
```

## The counter-example

The last theorem gathers five statements about `energy 2 3 2`: it is the polynomial from the opening, both of its separate curvatures equal $2$ everywhere, $F_{VV}=-5/2$ everywhere, $U(1,-1)<U(0,0)$, and stability fails. The free-energy value follows from $2F_{VV}=2\cdot2-3^2=-5$. The energy comparison is arithmetic, and the failure of stability reduces to the false inequality $9\le4$.

```lean
/-- The energy `U = S ^ 2 + 3 S V + V ^ 2` has `U_SS = U_VV = 2` everywhere, yet `F_VV = -5/2`
everywhere, `U(1,-1) < U(0,0)`, and it is not stable against splitting. -/
theorem separate_convexity_not_sufficient :
    (∀ S V : ℝ, energy 2 3 2 S V = S ^ 2 + 3 * S * V + V ^ 2) ∧
    (∀ S V : ℝ, curvature (fun s => energy 2 3 2 s V) S = 2 ∧
      curvature (fun v => energy 2 3 2 S v) V = 2) ∧
    (∀ T V : ℝ, curvature (fun v => freeEnergy 2 3 2 T v) V = -5 / 2) ∧
    energy 2 3 2 1 (-1) < energy 2 3 2 0 0 ∧
    ¬ StableAgainstSplitting (energy 2 3 2) := by
  refine ⟨?_, fun S V => energy_curvatures 2 3 2 S V, ?_, ?_, ?_⟩
  · intro S V
    unfold energy
    ring
  · intro T V
    have e := freeEnergy_curvature (two_ne_zero : (2 : ℝ) ≠ 0) 3 2 T V
    linarith
  · norm_num [energy]
  · rw [stable_iff_det (two_pos : (0 : ℝ) < 2)]
    norm_num

end

end AdiabaticWithoutIsothermalStability
```

```lean
#print axioms AdiabaticWithoutIsothermalStability.temperature_eq_iff
#print axioms AdiabaticWithoutIsothermalStability.freeEnergy_isLeast
#print axioms AdiabaticWithoutIsothermalStability.stable_iff_isothermal
#print axioms AdiabaticWithoutIsothermalStability.separate_convexity_not_sufficient
```

```
'AdiabaticWithoutIsothermalStability.temperature_eq_iff' depends on axioms: [propext, Classical.choice, Quot.sound]
'AdiabaticWithoutIsothermalStability.freeEnergy_isLeast' depends on axioms: [propext, Classical.choice, Quot.sound]
'AdiabaticWithoutIsothermalStability.stable_iff_isothermal' depends on axioms: [propext, Classical.choice, Quot.sound]
'AdiabaticWithoutIsothermalStability.separate_convexity_not_sufficient' depends on axioms: [propext, Classical.choice, Quot.sound]
```
